# Energy conservation for Car–Parrinello motion with a position-dependent overlap and non-interacting electrons

Car–Parrinello motion is treated here as a set of given curves for nuclei, orbitals and multipliers that satisfy the constraint and the equations of motion at every time. The multiplier matrix is one of these curves: it is assumed to be Hermitian and is not computed from the constraint. The existence of solutions for general initial data is therefore a separate question, and the result says what holds along any motion of this kind.

The overlap matrix contains the inner products of the basis functions. It can depend on the nuclear positions when these functions are centred on atoms. With no additional force on the nuclei, the conserved energy is the sum of the nuclear kinetic energy, the fictitious kinetic energy of the orbitals and the electronic energy. Its drift is a useful check on a simulation. The theorem concerns exact continuous-time motion in a finite basis, with a Hamiltonian that depends on the nuclei but not on the orbitals.

## Matrices that depend on time and on nuclear positions

```lean
import Mathlib

open Matrix

namespace CarParrinelloOverlap

noncomputable section

variable {ι n k m : Type*} [Fintype ι] [Fintype n] [Fintype k] [Fintype m]
```

The finite index types are `ι` for nuclear coordinates, `n` for basis functions and `k` for orbitals; `m` serves as a spare index. Orbital coefficients form a rectangular \(n\times k\) complex matrix \(C\). Lean's `ᴴ` is the adjoint, written \(\dagger\) below.

```lean
/-- The matrix curve `A` has the time derivative `A'` at time `t`, entry by entry. -/
def HasMatDeriv {p q : Type*} (A : ℝ → Matrix p q ℂ) (A' : Matrix p q ℂ) (t : ℝ) : Prop :=
  ∀ i j, HasDerivAt (fun s => A s i j) (A' i j) t
```

`HasMatDeriv A A' t` says that every entry satisfies \(\frac{d}{dt}A_{ij}=A'_{ij}\) at time \(t\). A definition returning `Prop` is a statement that may be true or false, here about a proposed derivative.

```lean
/-- The matrix family `G` on configuration space is differentiable, and `dG a` is its
partial derivative with respect to the nuclear coordinate `a`. -/
def HasGrad (G : (ι → ℝ) → Matrix n n ℂ) (dG : ι → (ι → ℝ) → Matrix n n ℂ) : Prop :=
  ∀ x i j, HasFDerivAt (fun y => G y i j)
    (∑ a, (ContinuousLinearMap.proj a : (ι → ℝ) →L[ℝ] ℝ).smulRight (dG a x i j)) x
```

`HasGrad G dG` says that \(G(x)\) is differentiable at every configuration \(x\), with partial derivatives \(\partial_aG\) given by `dG a`. Entry by entry, a displacement \(v\) produces the linear change \(\sum_a v_a\,\partial_aG_{ij}(x)\).

## The energy and the equations of motion

```lean
/-- The sum of nuclear kinetic energy, fictitious orbital kinetic energy and electronic energy, at
positions `x`, velocities `v`, orbitals `c` and orbital velocities `d`. -/
def energy (M : ι → ℝ) (μ : ℝ) (H : (ι → ℝ) → Matrix n n ℂ)
    (x v : ι → ℝ) (c d : Matrix n k ℂ) : ℝ :=
  ∑ a, M a * v a ^ 2 / 2 + μ * (dᴴ * d).trace.re + (cᴴ * H x * c).trace.re
```

For positions \(x\), velocities \(v\), orbitals \(c\) and orbital velocities \(d\), this is

\[
E=\sum_a \tfrac12 M_av_a^2+\mu\,\mathrm{Re}\,\mathrm{tr}(d^\dagger d)+\mathrm{Re}\,\mathrm{tr}(c^\dagger H(x)c).
\]

The parameter \(\mu\) is the fictitious mass that gives the orbital coefficients inertia. The velocities \(d\) are those of the coefficients and do not include the motion of the basis functions. Each orbital is counted once, and there is no separate nuclear repulsion term.

```lean
/-- Car-Parrinello motion with overlap `S`, multipliers `L` and an additional nuclear force `F`.
Positions, velocities and accelerations are `R, V, A` for nuclei and `C, D, B` for orbitals. -/
structure IsTrajectory [DecidableEq k] (M : ι → ℝ) (μ : ℝ) (H S : (ι → ℝ) → Matrix n n ℂ)
    (dH dS : ι → (ι → ℝ) → Matrix n n ℂ) (R V A : ℝ → ι → ℝ)
    (C D B : ℝ → Matrix n k ℂ) (L : ℝ → Matrix k k ℂ) (F : ℝ → ι → ℝ) : Prop where
  hermH : ∀ x, (H x).IsHermitian
  hermS : ∀ x, (S x).IsHermitian
  hermL : ∀ t, (L t).IsHermitian
  gradH : HasGrad H dH
  gradS : HasGrad S dS
  velR : ∀ t a, HasDerivAt (fun s => R s a) (V t a) t
  accR : ∀ t a, HasDerivAt (fun s => V s a) (A t a) t
  velC : ∀ t, HasMatDeriv C (D t) t
  accC : ∀ t, HasMatDeriv D (B t) t
  ortho : ∀ t, (C t)ᴴ * S (R t) * C t = 1
  electrons : ∀ t, (μ : ℂ) • B t = -(H (R t) * C t) + S (R t) * C t * L t
  nuclei : ∀ t a, M a * A t a = -((C t)ᴴ * dH a (R t) * C t).trace.re
    + (L t * (C t)ᴴ * dS a (R t) * C t).trace.re + F t a
```

A structure bundles conditions under one name. Here \(R,V,A\) are nuclear position, velocity and acceleration, and \(C,D,B\) are their orbital analogues. The Hamiltonian matrix \(H\), the overlap matrix \(S\) and the multiplier matrix \(L\) are Hermitian, and

\[
C^\dagger S(R)C=1,\qquad \mu B=-HC+SCL,
\]
\[
M_aA_a=-\mathrm{Re}\,\mathrm{tr}(C^\dagger\partial_aH\,C)+\mathrm{Re}\,\mathrm{tr}(LC^\dagger\partial_aS\,C)+F_a .
\]

The term with \(\partial_aS\) is the constraint force on the nuclei. The additional force \(F_a\) allows a power balance to be stated before \(F\) is set to zero. It can also represent nuclear repulsion with a differentiable energy \(U(R)\): for \(F_a=-\partial_aU(R)\), the power balance below makes \(E+U(R)\) constant. Neither positive masses nor a positive definite \(S\) is required.

## Rules for differentiating products and traces

```lean
/-- The product rule for matrix curves, with the order of the factors kept. -/
theorem hasMatDeriv_mul {p q : Type*} {X : ℝ → Matrix p m ℂ} {Y : ℝ → Matrix m q ℂ}
    {X' : Matrix p m ℂ} {Y' : Matrix m q ℂ} {t : ℝ}
    (hX : HasMatDeriv X X' t) (hY : HasMatDeriv Y Y' t) :
    HasMatDeriv (fun s => X s * Y s) (X' * Y t + X t * Y') t := by
  intro i j
  have h : HasDerivAt (fun s => ∑ l, X s i l * Y s l j)
      (∑ l, (X' i l * Y t l j + X t i l * Y' l j)) t :=
    HasDerivAt.fun_sum (fun l _ => (hX i l).fun_mul (hY l j))
  simpa only [Matrix.mul_apply, Matrix.add_apply, Finset.sum_add_distrib] using h
```

This is \((XY)'=X'Y+XY'\), with the matrix order preserved. The proof applies the ordinary product rule to each term of \(\sum_l X_{il}Y_{lj}\).

```lean
omit [Fintype k] in
/-- The rate of change of a matrix `G` taken between moving orbitals `C`. -/
theorem hasMatDeriv_sandwich {C : ℝ → Matrix n k ℂ} {G : ℝ → Matrix n n ℂ}
    {C' : Matrix n k ℂ} {G' : Matrix n n ℂ} {t : ℝ}
    (hC : HasMatDeriv C C' t) (hG : HasMatDeriv G G' t) :
    HasMatDeriv (fun s => (C s)ᴴ * G s * C s)
      ((C'ᴴ * G t + (C t)ᴴ * G') * C t + (C t)ᴴ * G t * C') t := by
  have hCt : HasMatDeriv (fun s => (C s)ᴴ) C'ᴴ t := fun i j => (hC j i).star
  exact hasMatDeriv_mul (hasMatDeriv_mul hCt hG) hC
```

Applying the product rule twice gives

\[
(C^\dagger GC)'=C'^\dagger GC+C^\dagger G'C+C^\dagger GC'.
\]

It will be used with \(G=S\) for the constraint and with \(G=H\) for the energy.

```lean
/-- The real part of the trace of a matrix curve changes at the real part of the trace of
its derivative. -/
theorem hasDerivAt_trace_re {X : ℝ → Matrix k k ℂ} {X' : Matrix k k ℂ} {t : ℝ}
    (hX : HasMatDeriv X X' t) : HasDerivAt (fun s => (X s).trace.re) X'.trace.re t := by
  have h : HasDerivAt (fun s => (X s).trace) X'.trace t :=
    HasDerivAt.fun_sum (fun i _ => hX i i)
  exact Complex.reCLM.hasFDerivAt.comp_hasDerivAt t h
```

Since the trace is a finite sum and taking the real part is linear, \((\mathrm{Re}\,\mathrm{tr}X)'=\mathrm{Re}\,\mathrm{tr}X'\).

```lean
omit [Fintype n] in
/-- Along a nuclear path, a matrix family changes at the sum of velocity times partial
derivative over all nuclear coordinates. -/
theorem hasMatDeriv_along_path {G : (ι → ℝ) → Matrix n n ℂ}
    {dG : ι → (ι → ℝ) → Matrix n n ℂ} (hG : HasGrad G dG) {R : ℝ → ι → ℝ} {v : ι → ℝ} {t : ℝ}
    (hR : ∀ a, HasDerivAt (fun s => R s a) (v a) t) :
    HasMatDeriv (fun s => G (R s)) (∑ a, (v a : ℂ) • dG a (R t)) t := by
  intro i j
  have hR' : HasDerivAt R v t := hasDerivAt_pi.2 hR
  have h := (hG (R t) i j).comp_hasDerivAt t hR'
  refine h.congr_deriv ?_
  simp [Matrix.sum_apply]
```

This is the chain rule, \(\frac{d}{dt}G(R(t))=\sum_a V_a\,\partial_aG(R(t))\).

```lean
/-- The trace with a velocity-weighted sum of matrices is the velocity-weighted sum of traces. -/
theorem trace_velocity_sum (P : Matrix k n ℂ) (Q : Matrix n k ℂ) (v : ι → ℝ)
    (G : ι → Matrix n n ℂ) :
    (P * (∑ a, (v a : ℂ) • G a) * Q).trace.re = ∑ a, v a * (P * G a * Q).trace.re := by
  simp only [Matrix.mul_sum, Matrix.sum_mul, Matrix.mul_smul, Matrix.smul_mul,
    Matrix.trace_sum, Matrix.trace_smul, smul_eq_mul, Complex.re_sum, Complex.re_ofReal_mul]
```

The velocities are real, so they can be taken out of the real part of the trace:

\[
\mathrm{Re}\,\mathrm{tr}\Big(P\sum_a v_aG_a\,Q\Big)=\sum_a v_a\,\mathrm{Re}\,\mathrm{tr}(PG_aQ).
\]

```lean
/-- For Hermitian `L` and `G` the trace of `L Cᴴ G C` is real. -/
theorem trace_im_eq_zero {L : Matrix k k ℂ} {G : Matrix n n ℂ} (hL : L.IsHermitian)
    (hG : G.IsHermitian) (C : Matrix n k ℂ) : (L * (Cᴴ * G * C)).trace.im = 0 := by
  have h : star (L * (Cᴴ * G * C)).trace = (L * (Cᴴ * G * C)).trace := by
    rw [← Matrix.trace_conjTranspose, Matrix.trace_mul_comm L]
    simp only [Matrix.conjTranspose_mul, Matrix.conjTranspose_conjTranspose, hL.eq, hG.eq,
      Matrix.mul_assoc]
  exact Complex.conj_eq_iff_im.1 h
```

Taking real parts loses nothing when the matrices are Hermitian. By the adjoint and cyclicity,

\[
\overline{\mathrm{tr}(LC^\dagger GC)}=\mathrm{tr}(C^\dagger GCL)=\mathrm{tr}(LC^\dagger GC),
\]

so this trace is real. Setting \(L=1\) covers the electronic energy.

## How the multiplier passes energy between orbitals and nuclei

```lean
/-- The electronic equation of motion and the differentiated constraint reduce the rate of
orbital kinetic plus electronic energy to terms in the derivatives `H'` and `S'`. -/
theorem electronic_power {μ : ℝ} {H S H' S' : Matrix n n ℂ} {C D B : Matrix n k ℂ}
    {L : Matrix k k ℂ} (hH : H.IsHermitian) (hS : S.IsHermitian) (hL : L.IsHermitian)
    (hB : (μ : ℂ) • B = -(H * C) + S * C * L)
    (hcon : (Dᴴ * S + Cᴴ * S') * C + Cᴴ * S * D = 0) :
    (μ : ℂ) * (Bᴴ * D + Dᴴ * B).trace + ((Dᴴ * H + Cᴴ * H') * C + Cᴴ * H * D).trace
      = (Cᴴ * H' * C).trace - (L * Cᴴ * S' * C).trace := by
  -- the adjoint equation of motion
  have hB' : (μ : ℂ) • Bᴴ = -(Cᴴ * H) + L * (Cᴴ * S) := by
    have h := congrArg Matrix.conjTranspose hB
    simpa [Matrix.conjTranspose_smul, Matrix.conjTranspose_mul, hH.eq, hS.eq, hL.eq,
      Matrix.mul_assoc] using h
  have h1 : (μ : ℂ) * (Bᴴ * D).trace
      = -(Cᴴ * (H * D)).trace + (L * (Cᴴ * (S * D))).trace := by
    have e : (μ : ℂ) * (Bᴴ * D).trace = (((μ : ℂ) • Bᴴ) * D).trace := by
      rw [Matrix.smul_mul, Matrix.trace_smul, smul_eq_mul]
    rw [e, hB']
    simp only [Matrix.add_mul, Matrix.neg_mul, Matrix.trace_add, Matrix.trace_neg,
      Matrix.mul_assoc]
  have h2 : (μ : ℂ) * (Dᴴ * B).trace
      = -(Dᴴ * (H * C)).trace + (L * (Dᴴ * (S * C))).trace := by
    have e : (μ : ℂ) * (Dᴴ * B).trace = (Dᴴ * ((μ : ℂ) • B)).trace := by
      rw [Matrix.mul_smul, Matrix.trace_smul, smul_eq_mul]
    rw [e, hB, Matrix.trace_mul_comm L]
    simp only [Matrix.mul_add, Matrix.mul_neg, Matrix.trace_add, Matrix.trace_neg,
      Matrix.mul_assoc]
  -- the trace of the multiplier times the differentiated constraint is zero
  have h3 := congrArg (fun X => (L * X).trace) hcon
  simp only [Matrix.mul_add, Matrix.add_mul, Matrix.mul_assoc, Matrix.trace_add,
    Matrix.mul_zero, Matrix.trace_zero] at h3
  simp only [Matrix.add_mul, Matrix.mul_assoc, Matrix.trace_add]
  linear_combination h1 + h2 + h3
```

At a fixed time, write \(H'\) and \(S'\) for the rates of change of \(H\) and \(S\). The hypothesis `hcon` is the differentiated constraint,

\[
D^\dagger SC+C^\dagger S'C+C^\dagger SD=0.
\]

The adjoint of the electronic equation, `hB'`, is \(\mu B^\dagger=-C^\dagger H+LC^\dagger S\). Multiplying the two forms of the equation by \(D\) and \(D^\dagger\) and taking traces gives `h1` and `h2`:

\[
\mu\,\mathrm{tr}(B^\dagger D)=-\mathrm{tr}(C^\dagger HD)+\mathrm{tr}(LC^\dagger SD),
\]
\[
\mu\,\mathrm{tr}(D^\dagger B)=-\mathrm{tr}(D^\dagger HC)+\mathrm{tr}(LD^\dagger SC).
\]

The second line uses cyclicity to move \(L\) to the front. Multiplying the differentiated constraint by \(L\) and taking the trace gives `h3`:

\[
\mathrm{tr}(LC^\dagger SD)+\mathrm{tr}(LD^\dagger SC)=-\mathrm{tr}(LC^\dagger S'C).
\]

Now add the rate of the electronic energy, \(\mathrm{tr}(D^\dagger HC)+\mathrm{tr}(C^\dagger H'C)+\mathrm{tr}(C^\dagger HD)\). The terms with \(H\) undifferentiated cancel, leaving

\[
\mathrm{tr}(C^\dagger H'C)-\mathrm{tr}(LC^\dagger S'C).
\]

The final `linear_combination h1 + h2 + h3` checks exactly this addition. The multiplier can do work on the orbitals when the overlap changes; the nuclear constraint force will balance it.

## From power balance to conservation

```lean
variable [DecidableEq k] {M : ι → ℝ} {μ : ℝ} {H S : (ι → ℝ) → Matrix n n ℂ}
  {dH dS : ι → (ι → ℝ) → Matrix n n ℂ} {R V A : ℝ → ι → ℝ}
  {C D B : ℝ → Matrix n k ℂ} {L : ℝ → Matrix k k ℂ} {F : ℝ → ι → ℝ}

/-- The Car-Parrinello energy changes at the power delivered by the additional nuclear force. -/
theorem energy_balance (h : IsTrajectory M μ H S dH dS R V A C D B L F) (t : ℝ) :
    HasDerivAt (fun s => energy M μ H (R s) (V s) (C s) (D s)) (∑ a, V t a * F t a) t := by
  have hS := hasMatDeriv_sandwich (h.velC t) (hasMatDeriv_along_path h.gradS (h.velR t))
  have hH := hasMatDeriv_sandwich (h.velC t) (hasMatDeriv_along_path h.gradH (h.velR t))
  -- differentiate the orthonormality constraint
  have hcon : ((D t)ᴴ * S (R t) + (C t)ᴴ * (∑ a, (V t a : ℂ) • dS a (R t))) * C t
      + (C t)ᴴ * S (R t) * D t = 0 := by
    ext i j
    have hij := hS i j
    simp only [h.ortho] at hij
    exact hij.unique (hasDerivAt_const t _)
  have hDt : HasMatDeriv (fun s => (D s)ᴴ) (B t)ᴴ t := fun i j => (h.accC t j i).star
  have hkin := (hasDerivAt_trace_re (hasMatDeriv_mul hDt (h.accC t))).const_mul μ
  have hnuc : HasDerivAt (fun s => ∑ a, M a * V s a ^ 2 / 2)
      (∑ a, M a * V t a * A t a) t := by
    refine HasDerivAt.fun_sum (fun a _ => ?_)
    exact ((((h.accR t a).fun_pow 2).const_mul (M a)).div_const 2).congr_deriv
      (by norm_num; ring)
  have hpow := congrArg Complex.re (electronic_power
    (H' := ∑ a, (V t a : ℂ) • dH a (R t))
    (h.hermH (R t)) (h.hermS (R t)) (h.hermL t) (h.electrons t) hcon)
  rw [Complex.add_re, Complex.sub_re, Complex.re_ofReal_mul,
    trace_velocity_sum, trace_velocity_sum] at hpow
  -- insert the nuclear equation of motion
  have hsum : ∑ a, M a * V t a * A t a
      = -(∑ a, V t a * ((C t)ᴴ * dH a (R t) * C t).trace.re)
        + ∑ a, V t a * (L t * (C t)ᴴ * dS a (R t) * C t).trace.re + ∑ a, V t a * F t a := by
    rw [← Finset.sum_neg_distrib, ← Finset.sum_add_distrib, ← Finset.sum_add_distrib]
    refine Finset.sum_congr rfl (fun a _ => ?_)
    linear_combination V t a * h.nuclei t a
  exact ((hnuc.fun_add hkin).fun_add (hasDerivAt_trace_re hH)).congr_deriv
    (by linear_combination hpow + hsum)
```

The theorem states

\[
\frac{dE}{dt}=\sum_a V_aF_a .
\]

In the proof, `hcon` comes from the constraint: the constant matrix \(1\) has derivative zero, and derivatives are unique. The facts `hkin` and `hnuc` differentiate the two kinetic energies. The electronic result is then applied with \(H'=\sum_aV_a\partial_aH\) and \(S'=\sum_aV_a\partial_aS\), so the orbital kinetic and electronic energies together change at the rate

\[
\sum_aV_a\left[\mathrm{Re}\,\mathrm{tr}(C^\dagger\partial_aH\,C)-\mathrm{Re}\,\mathrm{tr}(LC^\dagger\partial_aS\,C)\right].
\]

Multiplying each nuclear equation by \(V_a\) and summing gives `hsum`:

\[
\sum_aM_aV_aA_a=-\sum_aV_a\left[\mathrm{Re}\,\mathrm{tr}(C^\dagger\partial_aH\,C)-\mathrm{Re}\,\mathrm{tr}(LC^\dagger\partial_aS\,C)\right]+\sum_aV_aF_a .
\]

The brackets cancel in the sum, and only the power of the additional force remains.

```lean
/-- Without an additional nuclear force, constrained Car-Parrinello motion with a
position-dependent overlap has the same energy at all times. -/
theorem energy_conserved (h : IsTrajectory M μ H S dH dS R V A C D B L (fun _ _ => 0))
    (t s : ℝ) :
    energy M μ H (R t) (V t) (C t) (D t) = energy M μ H (R s) (V s) (C s) (D s) := by
  have hd := energy_balance h
  simp only [mul_zero, Finset.sum_const_zero] at hd
  exact is_const_of_deriv_eq_zero (fun r => (hd r).differentiableAt) (fun r => (hd r).deriv) t s
```

The expression `fun _ _ => 0` sets \(F_a(t)=0\) for every time and coordinate. The derivative of \(E\) then vanishes everywhere, so its values at any two times `t` and `s` agree. With one nuclear coordinate, this is the constancy of

\[
\tfrac12MR'^2+\mu\,\mathrm{tr}(C'^\dagger C')+\mathrm{tr}(C^\dagger HC).
\]

## An explicit motion with a changing overlap

```lean
/-- The one-by-one matrix with real entry `r`. -/
def level (r : ℝ) : Matrix (Fin 1) (Fin 1) ℂ := Matrix.of fun _ _ => (r : ℂ)
```

`level r` turns a real number into a \(1\times1\) complex matrix, so that a scalar example fits the general definitions.

```lean
/-- One orbital `exp t` and one nucleus at `R = t` with overlap `exp (-2R)` and Hamiltonian
`-μ + c exp (-2R)` follow the equations of motion with multiplier `c`. -/
theorem isTrajectory_witness (M μ c : ℝ) :
    IsTrajectory (fun _ : Fin 1 => M) μ
      (fun x => level (-μ + c * Real.exp (-2 * x 0))) (fun x => level (Real.exp (-2 * x 0)))
      (fun _ x => level (c * (-2 * Real.exp (-2 * x 0))))
      (fun _ x => level (-2 * Real.exp (-2 * x 0)))
      (fun t _ => t) (fun _ _ => 1) (fun _ _ => 0)
      (fun t => level (Real.exp t)) (fun t => level (Real.exp t)) (fun t => level (Real.exp t))
      (fun _ => level c) (fun _ _ => 0) := by
  have hmul (a b : ℝ) : level a * level b = level (a * b) := by
    ext i j; simp [level, Matrix.mul_apply]
  have hconj (a : ℝ) : (level a)ᴴ = level a := by ext i j; simp [level]
  have htr (a : ℝ) : (level a).trace.re = a := by simp [level, Matrix.trace]
  have hone : level 1 = 1 := by
    ext i j; fin_cases i; fin_cases j; simp [level]
  have hsmul (a b : ℝ) : (a : ℂ) • level b = level (a * b) := by ext i j; simp [level]
  have hneg (a : ℝ) : -level a = level (-a) := by ext i j; simp [level]
  have hadd (a b : ℝ) : level a + level b = level (a + b) := by ext i j; simp [level]
  have hgrad (f f' : ℝ → ℝ) (hf : ∀ r, HasDerivAt f (f' r) r) :
      HasGrad (fun x : Fin 1 → ℝ => level (f (x 0))) (fun _ x => level (f' (x 0))) := by
    intro x i j
    have h1 := (hf (x 0)).ofReal_comp
    have h2 : HasFDerivAt (fun y : Fin 1 → ℝ => y 0)
        (ContinuousLinearMap.proj 0 : (Fin 1 → ℝ) →L[ℝ] ℝ) x := hasFDerivAt_apply 0 x
    refine (h1.hasFDerivAt.comp x h2).congr_fderiv ?_
    refine ContinuousLinearMap.ext fun v => ?_
    simp [level]
  have he (r : ℝ) : HasDerivAt (fun y => Real.exp (-2 * y)) (-2 * Real.exp (-2 * r)) r :=
    (((hasDerivAt_id' r).const_mul (-2 : ℝ)).exp).congr_deriv (by ring)
  have hexp (t : ℝ) : HasMatDeriv (fun s => level (Real.exp s)) (level (Real.exp t)) t :=
    fun _ _ => (Real.hasDerivAt_exp t).ofReal_comp
  have hE (t : ℝ) : Real.exp t * Real.exp (-2 * t) * Real.exp t = 1 := by
    rw [← Real.exp_add, ← Real.exp_add, show t + -2 * t + t = 0 by ring, Real.exp_zero]
  exact
    { hermH := fun _ => hconj _
      hermS := fun _ => hconj _
      hermL := fun _ => hconj _
      gradH := hgrad (fun r => -μ + c * Real.exp (-2 * r))
        (fun r => c * (-2 * Real.exp (-2 * r))) (fun r => ((he r).const_mul c).const_add (-μ))
      gradS := hgrad (fun r => Real.exp (-2 * r)) (fun r => -2 * Real.exp (-2 * r)) he
      velR := fun t _ => hasDerivAt_id' t
      accR := fun t _ => hasDerivAt_const t 1
      velC := hexp
      accC := hexp
      ortho := fun t => by simp only [hconj, hmul, hE, hone]
      electrons := fun t => by
        simp only [hmul, hsmul, hneg, hadd]
        congr 1
        ring
      nuclei := fun t a => by
        simp only [hconj, hmul, htr]
        ring }

end

end CarParrinelloOverlap
```

For any real \(M,\mu,c\), the example takes

\[
R=t,\quad C=e^t,\quad S=e^{-2R},\quad H=-\mu+ce^{-2R},\quad L=c .
\]

The constraint reads \(e^te^{-2t}e^t=1\). In the electronic equation the terms with \(c\) cancel, leaving \(\mu e^t=\mu e^t\). The two nuclear forces are \(2c\) and \(-2c\), consistent with zero acceleration.

The helper facts in the proof reduce matrix operations to real arithmetic, and the closing record checks each field of `IsTrajectory`. The energy is \(M/2+\mu e^{2t}+(-\mu e^{2t}+c)=M/2+c\): the growth of the orbital kinetic term is offset by the electronic energy. This is a mathematical example showing that the conditions can hold together, not a model of a real molecule: for \(\mu>0\) the electronic energy falls without bound as \(t\) grows, and the formulas also allow negative masses.

```lean
#print axioms CarParrinelloOverlap.trace_im_eq_zero
#print axioms CarParrinelloOverlap.energy_conserved
```

```
'CarParrinelloOverlap.trace_im_eq_zero' depends on axioms: [propext, Classical.choice, Quot.sound]
'CarParrinelloOverlap.energy_conserved' depends on axioms: [propext, Classical.choice, Quot.sound]
```
